# In one dimension, a potential of period P with charge density at most N in magnitude varies by at most NP²/(16ε)

The theorem `potential_swing_le` concerns a twice continuously differentiable electrostatic potential ψ in one dimension, with period P > 0, in a medium of constant permittivity ε > 0. If the charge density ρ = −εψ″ given by Poisson's equation never exceeds N in absolute value, then ψ(x) − ψ(y) is at most NP²/(16ε) for all points x and y. The proof takes a maximum of ψ at a and a minimum at b, with b between a and a + P, so that the field vanishes at all three points. Either b − a or a + P − b is at most P/2, and the earlier lemma `drop_between_field_zeros`, applied to that interval, bounds the swing by (N/ε)(P/2)²/4. A last algebraic step rewrites this bound as NP²/(16ε).

As first written in Lean, the proof fails:

```lean
import Mathlib

open Set Filter

namespace PotentialSwingLe

noncomputable section

/-- The charge density that Poisson's equation assigns to the electrostatic potential `ψ` in a
medium of permittivity `ε`: `ρ = -ε ψ''`. -/
def chargeDensity (ε : ℝ) (ψ : ℝ → ℝ) (x : ℝ) : ℝ := -ε * deriv (deriv ψ) x

/-- If the field of a C² potential vanishes at `a ≤ b` and the curvature of the potential is
bounded by `M`, the potentials at `a` and `b` differ by at most `M (b - a)² / 4`. -/
theorem drop_between_field_zeros {ψ : ℝ → ℝ} {M a b : ℝ} (hψ : ContDiff ℝ 2 ψ)
    (hM : ∀ x, |deriv (deriv ψ) x| ≤ M) (hab : a ≤ b)
    (ha : deriv ψ a = 0) (hb : deriv ψ b = 0) :
    |ψ a - ψ b| ≤ M * (b - a) ^ 2 / 4 := by
  have hdiff : Differentiable ℝ ψ := hψ.differentiable (by norm_num)
  -- the field grows at most linearly away from a zero
  have lin : ∀ c x, deriv ψ c = 0 → |deriv ψ x| ≤ M * |x - c| := by
    intro c x hc
    have h := Convex.norm_image_sub_le_of_norm_deriv_le (f := deriv ψ) (C := M)
      (fun y _ => hψ.differentiable_deriv_two y) (fun y _ => hM y) convex_univ
      (mem_univ c) (mem_univ x)
    simpa only [hc, sub_zero, Real.norm_eq_abs] using h
  -- move inwards from both ends at once, up to the midpoint
  have key : ∀ σ : ℝ, (σ = 1 ∨ σ = -1) → σ * (ψ a - ψ b) ≤ M * (b - a) ^ 2 / 4 := by
    intro σ hσ
    have hd : ∀ s, HasDerivAt (fun s => M * (s * s) + σ * (ψ (a + s) - ψ (b - s)))
        (2 * M * s + σ * (deriv ψ (a + s) + deriv ψ (b - s))) s := by
      intro s
      have h1 := HasDerivAt.comp_const_add a s (hdiff (a + s)).hasDerivAt
      have h2 := HasDerivAt.comp_const_sub b s (hdiff (b - s)).hasDerivAt
      have h3 := ((hasDerivAt_id' s).fun_mul (hasDerivAt_id' s)).const_mul M
      exact (h3.fun_add ((h1.fun_sub h2).const_mul σ)).congr_deriv (by ring)
    have mono : MonotoneOn (fun s => M * (s * s) + σ * (ψ (a + s) - ψ (b - s))) (Ici 0) := by
      refine monotoneOn_of_deriv_nonneg (convex_Ici 0)
        (fun s _ => (hd s).continuousAt.continuousWithinAt)
        (fun s _ => (hd s).differentiableAt.differentiableWithinAt) ?_
      intro s hs
      have hs0 : 0 ≤ s := interior_subset hs
      rw [(hd s).deriv]
      have h1 := lin a (a + s) ha
      have h2 := lin b (b - s) hb
      rw [show a + s - a = s by ring, abs_of_nonneg hs0] at h1
      rw [show b - s - b = -s by ring, abs_neg, abs_of_nonneg hs0] at h2
      have h3 := abs_le.1 h1
      have h4 := abs_le.1 h2
      rcases hσ with rfl | rfl <;> linarith [h3.1, h3.2, h4.1, h4.2]
    have hmid : (0 : ℝ) ≤ (b - a) / 2 := by linarith
    have h := mono (mem_Ici.2 le_rfl) (mem_Ici.2 hmid) hmid
    dsimp only at h
    rw [show a + (b - a) / 2 = b - (b - a) / 2 by ring, add_zero, sub_zero] at h
    linarith
  exact abs_le.2 ⟨by linarith [key (-1) (Or.inr rfl)], by linarith [key 1 (Or.inl rfl)]⟩

/-- In a medium of permittivity `ε > 0`, a C² potential of period `P > 0` whose charge density is
bounded by `N` in absolute value varies by at most `N P² / (16 ε)` between any two points. -/
theorem potential_swing_le {ψ : ℝ → ℝ} {ε N P : ℝ} (hε : 0 < ε) (hP : 0 < P)
    (hψ : ContDiff ℝ 2 ψ) (hper : Function.Periodic ψ P)
    (hN : ∀ x, |chargeDensity ε ψ x| ≤ N) (x y : ℝ) :
    ψ x - ψ y ≤ N * P ^ 2 / (16 * ε) := by
  have hM : ∀ x, |deriv (deriv ψ) x| ≤ N / ε := by
    intro x
    have h := hN x
    rw [chargeDensity, abs_mul, abs_neg, abs_of_pos hε] at h
    rw [le_div_iff₀ hε]
    linarith
  have hM0 : 0 ≤ N / ε := (abs_nonneg _).trans (hM 0)
  -- the potential attains its maximum at `a` and its minimum at `b`
  have hne : (Icc 0 P).Nonempty := ⟨0, le_rfl, hP.le⟩
  obtain ⟨a, -, ha⟩ := isCompact_Icc.exists_isMaxOn hne hψ.continuous.continuousOn
  obtain ⟨b₀, -, hb₀⟩ := isCompact_Icc.exists_isMinOn hne hψ.continuous.continuousOn
  have hmax : ∀ z, ψ z ≤ ψ a := by
    intro z
    obtain ⟨w, hw, hzw⟩ := hper.exists_mem_Ico₀ hP z
    rw [hzw]
    exact ha (Ico_subset_Icc_self hw)
  obtain ⟨b, hb, hbb⟩ := hper.exists_mem_Ico hP b₀ a
  have hmin : ∀ z, ψ b ≤ ψ z := by
    intro z
    obtain ⟨w, hw, hzw⟩ := hper.exists_mem_Ico₀ hP z
    rw [hzw, ← hbb]
    exact hb₀ (Ico_subset_Icc_self hw)
  have da : deriv ψ a = 0 := IsLocalMax.deriv_eq_zero (Eventually.of_forall hmax)
  have db : deriv ψ b = 0 := IsLocalMin.deriv_eq_zero (Eventually.of_forall hmin)
  have daP : deriv ψ (a + P) = 0 := by
    refine IsLocalMax.deriv_eq_zero (Eventually.of_forall fun z => ?_)
    rw [hper a]
    exact hmax z
  -- one of the two ways round the cell is no longer than `P / 2`
  have hswing : ψ a - ψ b ≤ N / ε * (P / 2) ^ 2 / 4 := by
    rcases le_total (b - a) (P / 2) with h | h
    · have h1 := (abs_le.1 (drop_between_field_zeros hψ hM hb.1 da db)).2
      have h0 : 0 ≤ b - a := sub_nonneg.2 hb.1
      have h2 : N / ε * (b - a) ^ 2 ≤ N / ε * (P / 2) ^ 2 := by gcongr
      linarith
    · have h1 := (abs_le.1 (drop_between_field_zeros hψ hM hb.2.le db daP)).1
      rw [hper a] at h1
      have h0 : 0 ≤ a + P - b := sub_nonneg.2 hb.2.le
      have h3 : a + P - b ≤ P / 2 := by linarith
      have h2 : N / ε * (a + P - b) ^ 2 ≤ N / ε * (P / 2) ^ 2 := by gcongr
      linarith
  calc ψ x - ψ y ≤ ψ a - ψ b := sub_le_sub (hmax x) (hmin y)
    _ ≤ N / ε * (P / 2) ^ 2 / 4 := hswing
    _ = N * P ^ 2 / (16 * ε) := by
      field_simp
      norm_num

end

end PotentialSwingLe
```

The error:

```
Main.lean:107:32: error: unsolved goals
ψ : ℝ → ℝ
ε N P : ℝ
hε : 0 < ε
hP : 0 < P
hψ : ContDiff ℝ 2 ψ
hper : Function.Periodic ψ P
hN : ∀ (x : ℝ), |chargeDensity ε ψ x| ≤ N
x y : ℝ
hM : ∀ (x : ℝ), |deriv (deriv ψ) x| ≤ N / ε
hM0 : 0 ≤ N / ε
hne : (Icc 0 P).Nonempty
a : ℝ
ha : IsMaxOn ψ (Icc 0 P) a
b₀ : ℝ
hb₀ : IsMinOn ψ (Icc 0 P) b₀
hmax : ∀ (z : ℝ), ψ z ≤ ψ a
b : ℝ
hb : b ∈ Ico a (a + P)
hbb : ψ b₀ = ψ b
hmin : ∀ (z : ℝ), ψ b ≤ ψ z
da : deriv ψ a = 0
db : deriv ψ b = 0
daP : deriv ψ (a + P) = 0
hswing : ψ a - ψ b ≤ N / ε * (P / 2) ^ 2 / 4
⊢ N * 16 = N * 4 * 4
```

The mended proof, as a diff:

```diff
@@ -107,5 +107,5 @@
     _ = N * P ^ 2 / (16 * ε) := by
       field_simp
-      norm_num
+      ring
 
 end
```

The single error is in the last step of the `calc` block, which asks for `N / ε * (P / 2) ^ 2 / 4 = N * P ^ 2 / (16 * ε)`. The identity is true, and the bound `hswing` is already among the hypotheses; only the arithmetic is unfinished.

After `field_simp` and `norm_num`, the goal `N * 16 = N * 4 * 4` remains. The variables `P` and `ε` have gone, but the numerical factors have not been gathered. Lean reads the right-hand side as `(N * 4) * 4`, so `4 * 4` does not occur in it as a subterm that `norm_num` could evaluate to `16`. The product would first have to be regrouped, and `norm_num` does not do that here.

The diff replaces `norm_num` with `ring`, which proves identities in commutative rings by bringing both sides to a common normal form. It collects the numerical coefficients wherever they stand in a product, so both sides become the same multiple of `N` and the goal closes.
